# If C and C′ are real symmetric n×n matrices with all eigenvalues at least m > 0, then tr √C and tr √C′ differ by at most ½√(n/m) ‖C − C′‖_F

Take one oscillator with squared frequency $a$, and suppose an approximation replaces $a$ by $b$. If both are at least $m>0$, then $\sqrt a-\sqrt b=(a-b)/(\sqrt a+\sqrt b)$, so the frequency is wrong by at most $|a-b|/(2\sqrt m)$. In many-body dispersion (MBD) I have a whole matrix of coupled oscillators, and I set the couplings beyond some distance to zero. That changes the eigenvectors as well as the eigenvalues, and the two matrices need not commute. Can I still bound the error in the sum of frequencies by the size of what I threw away, without following individual modes? And what happens when a mode is soft?

## The tangent-line bound for matrices that do not commute

Yes, provided that the eigenvalues of both matrices, full and truncated, are at least $m$. The one-oscillator estimate can be obtained in a way that carries over to matrices. Expanding $(\sqrt a-\sqrt b)^2/\sqrt b\ge 0$ gives

$$\sqrt a-\sqrt b\le \frac{a-b}{2\sqrt b},$$

which says that the square root lies below its tangent at $b$.

Now let $C$ and $C'$ be real symmetric $n\times n$ matrices with eigenvalues at least $m>0$. Write $R=\sqrt C$, $T=\sqrt{C'}$ and $W=C'^{-1/2}$, so that $WT=TW=1$. Since $W$ is positive and $R-T$ is symmetric, $(R-T)W(R-T)$ is positive semidefinite and its trace is nonnegative:

$$0\le \mathrm{tr}(RWR)-\mathrm{tr}(RWT)-\mathrm{tr}(TWR)+\mathrm{tr}(TWT)=\mathrm{tr}(WC)-2\,\mathrm{tr}R+\mathrm{tr}T .$$

Only cyclicity of the trace, $R^2=C$ and $WT=TW=1$ were used; $R$ and $T$ never had to commute. Because $WC'=WT^2=T$, rearranging gives

$$\mathrm{tr}R-\mathrm{tr}T\le\tfrac12\,\mathrm{tr}\big(W(C-C')\big).$$

The right-hand side is the linear response at $C'$. Let $\lambda'_i$ be the eigenvalues of $C'$, and let $\|A\|_F$ be the root of the sum of squared entries of $A$. Cauchy–Schwarz over the matrix entries gives

$$\mathrm{tr}\big(W(C-C')\big)=\sum_{i,j}W_{ij}(C-C')_{ji}\le\|W\|_F\,\|C-C'\|_F,\qquad \|W\|_F^2=\mathrm{tr}\,W^2=\sum_i\frac1{\lambda'_i}\le\frac nm .$$

Exchanging $C$ and $C'$ gives the same bound for the opposite sign, hence

$$|\mathrm{tr}\sqrt C-\mathrm{tr}\sqrt{C'}|\le\tfrac12\sqrt{n/m}\;\|C-C'\|_F .$$

As for soft modes, the prefactor grows like $m^{-1/2}$. A uniform shift shows that a bound of this form must grow: for $C=(m+\varepsilon)1$ and $C'=m1$ with $n\ge1$, the trace difference divided by the Frobenius norm is $\sqrt n/(\sqrt{m+\varepsilon}+\sqrt m)$, which tends to $\tfrac12\sqrt{n/m}$ as $\varepsilon\to0^+$. This limit is a side calculation with no theorem in the file behind it, and since it shifts the diagonal, it does not describe a distance cutoff.

## Coupling matrices and cutoffs in Lean

In the code `n` is a finite index type, one index per oscillator coordinate, and `Fintype.card n` is the number written $n$ above. For real matrices, `C.IsHermitian` means symmetric. The eigenvalues `hC.eigenvalues i` are the squared collective frequencies.

`spectralFn hC f` keeps the eigenvectors of `C` and applies `f` to its eigenvalues. `sqrtM` and `invSqrtM` are the cases $\sqrt x$ and $1/\sqrt x$, and `frob` is the Frobenius norm. `truncate keep C` zeroes every entry for which `keep i j` fails.

The theorem `mbd_error_bound` is the inequality above. `mbd_cutoff_error` applies it to a truncated matrix and writes the norm as the root of the sum of squared discarded entries, with $(i,j)$ and $(j,i)$ both counted.

The floor $m$ stands for stability: no collective mode is softer than $\sqrt m$. It is assumed separately for the truncated matrix, because a cutoff can destroy positivity. A small matrix, not meant as a dipole geometry, shows this: with three unit diagonal entries and all couplings $0.9$, the lowest eigenvalue is $0.1$; dropping one pair lowers it to $1-0.9\sqrt2<0$. Symmetry of the truncated matrix is also a hypothesis, which a cutoff by pair distance satisfies.

The dipole tensor, its damping and the polarizabilities do not enter, so the result holds for any finite harmonic model with such matrices. With $\hbar=1$ the zero-point energy is $\tfrac12\mathrm{tr}\sqrt C$, so an energy error is half the trace error.

```lean
import Mathlib

open Matrix

namespace MBDCutoffError

noncomputable section

variable {n : Type*} [Fintype n] [DecidableEq n] {C C' : Matrix n n ℝ}

/-- The function `f` of a real symmetric matrix: same eigenvectors, eigenvalues `f λ`. -/
def spectralFn (hC : C.IsHermitian) (f : ℝ → ℝ) : Matrix n n ℝ :=
  (hC.eigenvectorUnitary : Matrix n n ℝ) * diagonal (fun i => f (hC.eigenvalues i)) *
    star (hC.eigenvectorUnitary : Matrix n n ℝ)

/-- The square root of a coupling matrix with nonnegative eigenvalues. -/
def sqrtM (hC : C.IsHermitian) : Matrix n n ℝ := spectralFn hC Real.sqrt

/-- The inverse square root of a coupling matrix with positive eigenvalues. -/
def invSqrtM (hC : C.IsHermitian) : Matrix n n ℝ := spectralFn hC (fun x => 1 / √x)

/-- The Frobenius norm: the root of the sum of the squared entries. -/
def frob (A : Matrix n n ℝ) : ℝ := √(∑ i, ∑ j, A i j ^ 2)

/-- The coupling cutoff: entries outside the set `keep` are set to zero. -/
def truncate (keep : n → n → Prop) [∀ i j, Decidable (keep i j)] (C : Matrix n n ℝ) :
    Matrix n n ℝ := Matrix.of fun i j => if keep i j then C i j else 0

/-- A symmetric matrix is rebuilt from its eigenvectors and eigenvalues. -/
theorem spectralFn_id (hC : C.IsHermitian) : spectralFn hC (fun x => x) = C := by
  have h := hC.spectral_theorem
  simpa [spectralFn, Unitary.conjStarAlgAut_apply, Function.comp_def] using h.symm

/-- Functions of the same symmetric matrix multiply eigenvalue by eigenvalue. -/
theorem spectralFn_mul (hC : C.IsHermitian) (f g : ℝ → ℝ) :
    spectralFn hC f * spectralFn hC g = spectralFn hC (fun x => f x * g x) := by
  have hU := mem_unitaryGroup_iff'.1 hC.eigenvectorUnitary.2
  unfold spectralFn
  rw [← diagonal_mul_diagonal]
  simp only [mul_assoc]
  rw [← mul_assoc (star _) (hC.eigenvectorUnitary : Matrix n n ℝ), hU, one_mul]

/-- The trace of a function of a symmetric matrix is the sum over its eigenvalues. -/
theorem trace_spectralFn (hC : C.IsHermitian) (f : ℝ → ℝ) :
    trace (spectralFn hC f) = ∑ i, f (hC.eigenvalues i) := by
  have hU := mem_unitaryGroup_iff'.1 hC.eigenvectorUnitary.2
  rw [spectralFn, trace_mul_comm, ← mul_assoc, hU, one_mul, trace_diagonal]

/-- A nonnegative function of a symmetric matrix is positive semidefinite. -/
theorem spectralFn_posSemidef (hC : C.IsHermitian) {f : ℝ → ℝ} (hf : ∀ x, 0 ≤ f x) :
    (spectralFn hC f).PosSemidef := by
  have hd : (0 : n → ℝ) ≤ fun i => f (hC.eigenvalues i) := fun i => hf _
  exact (PosSemidef.diagonal hd).mul_mul_conjTranspose_same _

/-- If no eigenvalue of `C` is negative, `sqrtM` is positive semidefinite and squares to `C`. -/
theorem sqrtM_spec (hC : C.IsHermitian) (h : ∀ i, 0 ≤ hC.eigenvalues i) :
    (sqrtM hC).PosSemidef ∧ sqrtM hC * sqrtM hC = C := by
  refine ⟨spectralFn_posSemidef hC Real.sqrt_nonneg, ?_⟩
  have e : ∀ i, √(hC.eigenvalues i) * √(hC.eigenvalues i) = hC.eigenvalues i :=
    fun i => Real.mul_self_sqrt (h i)
  refine (spectralFn_mul hC _ _).trans (Eq.trans ?_ (spectralFn_id hC))
  simp only [spectralFn, e]

/-- First-order bound: for `C` with nonnegative and `C'` with positive eigenvalues, the change
of the trace of the root is at most its linear response at `C'`. -/
theorem trace_sqrt_sub_le (hC : C.IsHermitian) (hC' : C'.IsHermitian)
    (h : ∀ i, 0 ≤ hC.eigenvalues i) (h' : ∀ i, 0 < hC'.eigenvalues i) :
    trace (sqrtM hC) - trace (sqrtM hC') ≤ 1 / 2 * trace (invSqrtM hC' * (C - C')) := by
  obtain ⟨pR, hR⟩ := sqrtM_spec hC h
  obtain ⟨pT, hT⟩ := sqrtM_spec hC' fun i => (h' i).le
  have hWT : invSqrtM hC' * sqrtM hC' = 1 := by
    have e : ∀ i, 1 / √(hC'.eigenvalues i) * √(hC'.eigenvalues i) = 1 :=
      fun i => one_div_mul_cancel (Real.sqrt_pos.2 (h' i)).ne'
    refine (spectralFn_mul hC' _ _).trans ?_
    simp only [spectralFn, e]
    rw [diagonal_one, mul_one]
    exact mem_unitaryGroup_iff.1 hC'.eigenvectorUnitary.2
  have hTW := mul_eq_one_comm.1 hWT
  have pW : (invSqrtM hC').PosSemidef := spectralFn_posSemidef hC' fun x => by positivity
  generalize sqrtM hC = R at *
  generalize sqrtM hC' = T at *
  generalize invSqrtM hC' = W at *
  -- the weighted square of `R - T` has nonnegative trace
  have pos := (pW.conjTranspose_mul_mul_same (R - T)).trace_nonneg
  have e2 : (R - T) * W * (R - T) = R * W * R - R * (W * T) - T * W * R + T * W * T := by
    noncomm_ring
  have e3 : trace (R * W * R) = trace (W * C) := by
    rw [mul_assoc, trace_mul_comm, mul_assoc, hR]
  have e4 : trace (W * (C - C')) = trace (W * C) - trace T := by
    rw [mul_sub, trace_sub, ← hT, ← mul_assoc W T T, hWT, one_mul]
  rw [(pR.isHermitian.sub pT.isHermitian).eq, e2, hWT, hTW, mul_one, one_mul, one_mul,
    trace_add, trace_sub, trace_sub, e3] at pos
  rw [e4]
  linarith

/-- Mode-resolved bound: for `C` with nonnegative and `C'` with positive eigenvalues, the rise of
the trace of the root from `C'` to `C` is at most half the root of the sum of the inverse
eigenvalues of `C'`, times the Frobenius norm of `C - C'`. -/
theorem trace_sqrt_sub_le_frob (hC : C.IsHermitian) (hC' : C'.IsHermitian)
    (h : ∀ i, 0 ≤ hC.eigenvalues i) (h' : ∀ i, 0 < hC'.eigenvalues i) :
    trace (sqrtM hC) - trace (sqrtM hC') ≤
      1 / 2 * √(∑ i, 1 / hC'.eigenvalues i) * frob (C - C') := by
  have first := trace_sqrt_sub_le hC hC' h h'
  have pW : (invSqrtM hC').PosSemidef := spectralFn_posSemidef hC' fun x => by positivity
  have ht : trace (invSqrtM hC' * invSqrtM hC') = ∑ i, 1 / hC'.eigenvalues i := by
    rw [invSqrtM, spectralFn_mul, trace_spectralFn]
    refine Finset.sum_congr rfl fun i _ => ?_
    rw [div_mul_div_comm, one_mul, Real.mul_self_sqrt (h' i).le]
  have hW : ∑ i, ∑ j, invSqrtM hC' i j ^ 2 = ∑ i, 1 / hC'.eigenvalues i := by
    rw [← ht]
    simp only [trace, diag_apply, mul_apply]
    refine Finset.sum_congr rfl fun i _ => Finset.sum_congr rfl fun j _ => ?_
    have hs : invSqrtM hC' j i = invSqrtM hC' i j := by simpa using pW.isHermitian.apply i j
    rw [hs, sq]
  -- Cauchy-Schwarz over all matrix entries
  have cs := Finset.sum_mul_sq_le_sq_mul_sq (Finset.univ : Finset (n × n))
    (fun p => invSqrtM hC' p.1 p.2) (fun p => (C - C') p.2 p.1)
  simp only [Fintype.sum_prod_type] at cs
  have hD : ∑ i, ∑ j, (C - C') j i ^ 2 = ∑ i, ∑ j, (C - C') i j ^ 2 := Finset.sum_comm
  have ht : trace (invSqrtM hC' * (C - C')) = ∑ i, ∑ j, invSqrtM hC' i j * (C - C') j i := by
    simp only [trace, diag_apply, mul_apply]
  rw [hW, hD, ← ht] at cs
  have b := (le_abs_self _).trans (Real.abs_le_sqrt cs)
  rw [Real.sqrt_mul (Finset.sum_nonneg fun i _ => (one_div_pos.2 (h' i)).le)] at b
  unfold frob
  linarith

/-- If all eigenvalues of two coupling matrices are at least `m > 0`, the traces of their
square roots differ by at most `½ √(n/m)` times the Frobenius norm of their difference. -/
theorem mbd_error_bound (hC : C.IsHermitian) (hC' : C'.IsHermitian) {m : ℝ} (hm : 0 < m)
    (h : ∀ i, m ≤ hC.eigenvalues i) (h' : ∀ i, m ≤ hC'.eigenvalues i) :
    |trace (sqrtM hC) - trace (sqrtM hC')| ≤
      1 / 2 * √(Fintype.card n / m) * frob (C - C') := by
  have key : ∀ {A B : Matrix n n ℝ} (hA : A.IsHermitian) (hB : B.IsHermitian),
      (∀ i, m ≤ hA.eigenvalues i) → (∀ i, m ≤ hB.eigenvalues i) →
      trace (sqrtM hA) - trace (sqrtM hB) ≤
        1 / 2 * √(Fintype.card n / m) * frob (A - B) := by
    intro A B hA hB a b
    have hs : ∑ i, 1 / hB.eigenvalues i ≤ Fintype.card n / m := by
      calc ∑ i, 1 / hB.eigenvalues i ≤ ∑ _i : n, 1 / m :=
            Finset.sum_le_sum fun i _ => one_div_le_one_div_of_le hm (b i)
        _ = Fintype.card n / m := by
            rw [Finset.sum_const, Finset.card_univ, nsmul_eq_mul, mul_one_div]
    refine (trace_sqrt_sub_le_frob hA hB (fun i => hm.le.trans (a i))
      (fun i => hm.trans_le (b i))).trans ?_
    exact mul_le_mul_of_nonneg_right
      (mul_le_mul_of_nonneg_left (Real.sqrt_le_sqrt hs) (by norm_num)) (Real.sqrt_nonneg _)
  -- the bound is symmetric under exchange of the two matrices
  have hsymm : frob (C' - C) = frob (C - C') := by
    rw [← neg_sub C C']
    simp only [frob, Matrix.neg_apply, neg_sq]
  exact abs_sub_le_iff.2 ⟨key hC hC' h h', hsymm ▸ key hC' hC h' h⟩

/-- Cutoff error: if the full and the truncated coupling matrix are symmetric with eigenvalues at
least `m > 0`, the traces of their square roots differ by at most `½ √(n/m)` times the root of the
sum of the squared discarded entries. -/
theorem mbd_cutoff_error (keep : n → n → Prop) [∀ i j, Decidable (keep i j)]
    (hC : C.IsHermitian) (hT : (truncate keep C).IsHermitian) {m : ℝ} (hm : 0 < m)
    (h : ∀ i, m ≤ hC.eigenvalues i) (h' : ∀ i, m ≤ hT.eigenvalues i) :
    |trace (sqrtM hC) - trace (sqrtM hT)| ≤
      1 / 2 * √(Fintype.card n / m) * √(∑ i, ∑ j, if keep i j then 0 else C i j ^ 2) := by
  have e : frob (C - truncate keep C) = √(∑ i, ∑ j, if keep i j then 0 else C i j ^ 2) := by
    refine congrArg Real.sqrt
      (Finset.sum_congr rfl fun i _ => Finset.sum_congr rfl fun j _ => ?_)
    by_cases hk : keep i j <;> simp [truncate, hk]
  rw [← e]
  exact mbd_error_bound hC hT hm h h'

end

end MBDCutoffError
```

```lean
#print axioms MBDCutoffError.mbd_cutoff_error
-- 'MBDCutoffError.mbd_cutoff_error' depends on axioms: [propext, Classical.choice, Quot.sound]
```

## From the spectral lemmas to the cutoff

The first lemmas set up functions of a matrix. `spectralFn_id` rebuilds `C` from its spectral decomposition, `spectralFn_mul` multiplies two functions of the same matrix eigenvalue by eigenvalue, `trace_spectralFn` turns a trace into a sum over eigenvalues, and `spectralFn_posSemidef` supplies positivity. All of these except `trace_spectralFn` go into `sqrtM_spec`: for nonnegative eigenvalues, `sqrtM hC` is positive semidefinite and squares to `C`.

`trace_sqrt_sub_le` is the tangent-line step. It first proves $WT=1$ and obtains $TW=1$ from it, then replaces the three spectral expressions by plain letters `R`, `T` and `W`. The expansion `e2` is done by `noncomm_ring`, which preserves the order of factors. `e3` is the cyclic step $\mathrm{tr}(RWR)=\mathrm{tr}(WC)$, `e4` evaluates $\mathrm{tr}(W(C-C'))$, which is twice the linear response, and `linarith` rearranges.

The Mathlib lemma that carries this step is `PosSemidef.conjTranspose_mul_mul_same`. Applied as `pW.conjTranspose_mul_mul_same (R - T)`, it says that $(R-T)^{\dagger}W(R-T)$ is positive semidefinite whenever $W$ is, for any matrix in the place of $R-T$. Then `.trace_nonneg` turns this into a scalar inequality. The dagger is removed by rewriting with the symmetry of $R-T$. No common eigenbasis is needed, and no estimate of how far $R$ is from $T$.

`trace_sqrt_sub_le_frob` computes $\|W\|_F^2=\sum_i1/\lambda'_i$ and applies Cauchy–Schwarz to sums over index pairs. `mbd_error_bound` replaces each $1/\lambda'_i$ by $1/m$ inside `key`, then uses `key` in both directions. `mbd_cutoff_error` checks entry by entry that $C-C'$ contains exactly the discarded couplings.

## Dropping couplings in an MBD calculation

For $N$ atoms the MBD matrix has $n=3N$. Its diagonal holds the squared atomic frequencies, and its off-diagonal blocks hold the dipole couplings. The cutoff considered here zeroes the blocks beyond a radius $r_c$; one then diagonalises and sums the square roots of the eigenvalues. The bound needs the sum of squares of the zeroed entries and a common floor for both spectra.

Dipole couplings fall off as $r^{-3}$, so in a bulk system of uniform density the discarded squares sum to something of order $N r_c^{-3}$. At fixed $m$ the bound is then of order $N r_c^{-3/2}$, which per atom does not grow with the system.

It can be far from sharp. Take two unit oscillators with coupling $c=0.5$ and drop the coupling. The trace changes from $\sqrt{1.5}+\sqrt{0.5}\approx1.932$ to $2$, an error of about $0.068$, while the bound with $m=0.5$ gives about $0.71$. The linear response at the uncoupled matrix vanishes here, because $W$ is diagonal and the matrix of discarded couplings has zero diagonal; the true error starts at order $c^2$, as for a London dispersion energy. The Cauchy–Schwarz bound uses only the two norms and does not see this.
